# The sign of the product of a Kramers doublet's principal g values, from the trace of the product of its three Zeeman matrices

For a Kramers doublet with a real 3 × 3 matrix `g`, the Zeeman matrix for field direction k is half the sum over a of g_ak times the Pauli matrix σ_a, with no field strength or Bohr magneton included. The theorem `sign_principal_values` assumes that `g` = R diag(p) Sᵀ with R and S proper rotations, and says that the product of the three principal values p has the same sign (positive, negative or zero) as the imaginary part of the trace of the three Zeeman matrices multiplied in the order 0, 1, 2. This holds in every orthonormal basis of the doublet, reached by a unitary `U`. The proof shows that det `g` is the product of the principal values, uses an earlier theorem that the trace is i/4 times det `g`, and then has to drop the positive factor 1/4 from under the sign.

This version doesn't compile in Lean 4 with Mathlib:

```lean
import Mathlib

open Matrix

namespace SignPrincipalValues

noncomputable section

/-- The three Pauli matrices, numbered 0, 1, 2 for x, y, z. -/
def pauli : Fin 3 → Matrix (Fin 2) (Fin 2) ℂ :=
  ![!![0, 1; 1, 0], !![0, -Complex.I; Complex.I, 0], !![1, 0; 0, -1]]

/-- The Zeeman matrix of a Kramers doublet for the field direction `k`:
half the sum over `a` of `g a k` times the Pauli matrix `a`. -/
def zeeman (g : Matrix (Fin 3) (Fin 3) ℝ) (k : Fin 3) : Matrix (Fin 2) (Fin 2) ℂ :=
  (1 / 2 : ℂ) • ∑ a, (g a k : ℂ) • pauli a

/-- The Zeeman matrix written out in the basis of the two doublet states. -/
theorem zeeman_eq (g : Matrix (Fin 3) (Fin 3) ℝ) (k : Fin 3) :
    zeeman g k =
      !![(g 2 k : ℂ) / 2, ((g 0 k : ℂ) - Complex.I * (g 1 k : ℂ)) / 2;
         ((g 0 k : ℂ) + Complex.I * (g 1 k : ℂ)) / 2, -(g 2 k : ℂ) / 2] := by
  ext i j
  fin_cases i <;> fin_cases j <;> simp [zeeman, pauli, Fin.sum_univ_three] <;> ring

/-- The trace of the product of the three Zeeman matrices is `i/4` times the
determinant of the g matrix. -/
theorem trace_zeeman_triple (g : Matrix (Fin 3) (Fin 3) ℝ) :
    trace (zeeman g 0 * zeeman g 1 * zeeman g 2) = Complex.I / 4 * (g.det : ℂ) := by
  rw [zeeman_eq g 0, zeeman_eq g 1, zeeman_eq g 2, Matrix.mul_fin_two,
    Matrix.mul_fin_two, Matrix.trace_fin_two_of, Matrix.det_fin_three]
  push_cast
  ring

/-- In every orthonormal basis of the doublet, reached by a unitary `U`, the trace of
the product of the three Zeeman matrices is `i/4` times the determinant of `g`. -/
theorem trace_zeeman_triple_unitary (g : Matrix (Fin 3) (Fin 3) ℝ)
    (U : Matrix (Fin 2) (Fin 2) ℂ) (hU : U ∈ Matrix.unitaryGroup (Fin 2) ℂ) :
    trace ((U * zeeman g 0 * Uᴴ) * (U * zeeman g 1 * Uᴴ) * (U * zeeman g 2 * Uᴴ))
      = Complex.I / 4 * (g.det : ℂ) := by
  have h : Uᴴ * U = 1 := Matrix.mem_unitaryGroup_iff'.1 hU
  -- the inner pairs of unitaries cancel
  have e : (U * zeeman g 0 * Uᴴ) * (U * zeeman g 1 * Uᴴ) * (U * zeeman g 2 * Uᴴ)
      = U * (zeeman g 0 * zeeman g 1 * zeeman g 2) * Uᴴ := by
    calc _ = U * zeeman g 0 * (Uᴴ * U) * zeeman g 1 * (Uᴴ * U) * zeeman g 2 * Uᴴ := by
          simp only [mul_assoc]
      _ = _ := by
          rw [h]
          simp only [mul_one, mul_assoc]
  -- the outer pair cancels under the trace
  rw [e, Matrix.trace_mul_comm, ← mul_assoc, h, one_mul, trace_zeeman_triple]

/-- Let `g` have principal values `p` with respect to two proper rotations `R` and `S`. In every
orthonormal basis of the doublet, the sign of the product of the principal values is the sign of the
imaginary part of the trace of the product of the three Zeeman matrices, taken in the order 0, 1, 2.
-/
theorem sign_principal_values (g R S : Matrix (Fin 3) (Fin 3) ℝ) (p : Fin 3 → ℝ)
    (hR : R ∈ Matrix.specialOrthogonalGroup (Fin 3) ℝ)
    (hS : S ∈ Matrix.specialOrthogonalGroup (Fin 3) ℝ)
    (hg : g = R * Matrix.diagonal p * Sᵀ)
    (U : Matrix (Fin 2) (Fin 2) ℂ) (hU : U ∈ Matrix.unitaryGroup (Fin 2) ℂ) :
    SignType.sign (p 0 * p 1 * p 2) = SignType.sign
      (trace ((U * zeeman g 0 * Uᴴ) * (U * zeeman g 1 * Uᴴ)
        * (U * zeeman g 2 * Uᴴ))).im := by
  -- proper rotations do not change the determinant
  have hdet : g.det = p 0 * p 1 * p 2 := by
    rw [hg, Matrix.det_mul, Matrix.det_mul, Matrix.det_transpose, Matrix.det_diagonal,
      (Matrix.mem_specialOrthogonalGroup_iff.1 hR).2,
      (Matrix.mem_specialOrthogonalGroup_iff.1 hS).2, Fin.prod_univ_three, one_mul, mul_one]
  have e : Complex.I / 4 * (g.det : ℂ) = ((1 / 4 * g.det : ℝ) : ℂ) * Complex.I := by
    push_cast
    ring
  rw [trace_zeeman_triple_unitary g U hU, e, Complex.im_ofReal_mul, Complex.I_im, mul_one,
    sign_mul, sign_pos (by norm_num : (0 : ℝ) < 1 / 4), one_mul, hdet]

end

end SignPrincipalValues
```

Compiling this gives:

```
Main.lean:74:14: error: Tactic `rewrite` failed: Did not find an occurrence of the pattern
  SignType.sign (1 / 4)
in the target expression
  SignType.sign (p 0 * p 1) * SignType.sign (p 2) = SignType.sign (1 / 4 * g.det)

g R S : Matrix (Fin 3) (Fin 3) ℝ
p : Fin 3 → ℝ
hR : R ∈ specialOrthogonalGroup (Fin 3) ℝ
hS : S ∈ specialOrthogonalGroup (Fin 3) ℝ
hg : g = R * diagonal p * Sᵀ
U : Matrix (Fin 2) (Fin 2) ℂ
hU : U ∈ unitaryGroup (Fin 2) ℂ
hdet : g.det = p 0 * p 1 * p 2
e : Complex.I / 4 * ↑g.det = ↑(1 / 4 * g.det) * Complex.I
⊢ SignType.sign (p 0 * p 1) * SignType.sign (p 2) = SignType.sign (1 / 4 * g.det)
```

Cause. The error says that `sign_pos` was to rewrite `SignType.sign (1 / 4)`, but the goal has no such term. The step before it, `sign_mul`, was given without arguments, so `rw` fixed them by the first match it found. That was the left side, where `p 0 * p 1 * p 2` is read as `(p 0 * p 1) * p 2`. The sign there was split in two, while `SignType.sign (1 / 4 * g.det)` on the right stayed whole.

The repair first uses `← hdet` to turn the product of principal values on the left into `g.det`. It then gives `sign_mul` the arguments `(1 / 4 : ℝ)` and `g.det`, so that it splits the sign on the right. Now `SignType.sign (1 / 4)` is present, `sign_pos` turns it into 1, and `one_mul` removes it. Both sides are then `SignType.sign g.det`, and `rw` closes the goal by reflexivity. The final `hdet` is dropped because its work has been done, in the other direction, by `← hdet`.

After these edits no error is left:

```diff
@@ -72,5 +72,5 @@
     ring
   rw [trace_zeeman_triple_unitary g U hU, e, Complex.im_ofReal_mul, Complex.I_im, mul_one,
-    sign_mul, sign_pos (by norm_num : (0 : ℝ) < 1 / 4), one_mul, hdet]
+    ← hdet, sign_mul (1 / 4 : ℝ) g.det, sign_pos (by norm_num : (0 : ℝ) < 1 / 4), one_mul]
 
 end
```
